# A Bound on the Powder-Signal Error Caused by an Error in a Symmetric Shielding Tensor

When a computed shielding tensor is used to simulate a static powder signal, an error of the tensor causes an error of the signal, which can be bounded at each time. Let \(A\) and \(B\) be real symmetric \(3\times 3\) tensors in angular frequency units, say the computed and the true one, with difference \(D=A-B\). Let \(S_A(t)\) and \(S_B(t)\) be their powder signals, normalised to 1 at \(t=0\). Then

\[
|S_A(t)-S_B(t)|\le |t|\,\sqrt{\frac{2\,\mathrm{tr}\,D^2+(\mathrm{tr}\,D)^2}{15}} ,
\]

and for traceless \(A\) and \(B\) the root becomes \(\sqrt{\tfrac{2}{15}\mathrm{tr}\,D^2}\). For a single spin without couplings or relaxation, with the frequency shift taken to first order in the shielding, this carries an error estimate from an electronic-structure calculation over to the simulated time signal.

```lean
import Mathlib

open Matrix MeasureTheory Real

namespace PowderSignalError

noncomputable section
```

## Orientations and their average

Let the unit vector \(n\) be the direction of the magnetic field in the molecular frame. With azimuth \(\varphi\) and polar cosine \(z=\cos\theta\),

\[
n=\left(\sqrt{1-z^2}\cos\varphi,\ \sqrt{1-z^2}\sin\varphi,\ z\right).
\]

```lean
/-- The unit vector with azimuth `φ` and polar angle of cosine `z`, for `z` in `[-1, 1]`. -/
def direction (z φ : ℝ) : Fin 3 → ℝ := ![√(1 - z ^ 2) * cos φ, √(1 - z ^ 2) * sin φ, z]
```

The sphere is covered by \(-1\le z\le 1\) and \(0\le\varphi\le 2\pi\). The name `axes` stands for this rectangle of parameters, not for a set of coordinate axes.

```lean
/-- The range of polar cosine and azimuth that covers the sphere. -/
def axes : Set (ℝ × ℝ) := Set.Icc (-1) 1 ×ˢ Set.Icc 0 (2 * π)
```

In these variables the solid angle element is \(dz\,d\varphi\), so the average of a function \(f\) over a powder with equally likely orientations is

\[
\langle f\rangle=\frac{1}{4\pi}\int_{-1}^{1}dz\int_0^{2\pi}d\varphi\, f(n).
\]

The target space `E` lets one definition serve for complex signals and for real mean squares.

```lean
/-- The average over the unit sphere, with solid angle element `dz dφ`, `z = cos θ`. -/
def sphereAvg {E : Type*} [NormedAddCommGroup E] [NormedSpace ℝ E]
    (f : (Fin 3 → ℝ) → E) : E :=
  (4 * π)⁻¹ • ∫ p in axes, f (direction p.1 p.2)
```

## From tensor to signal

At orientation \(n\) the tensor shifts the precession frequency by \(n\cdot An\). Here \(A\) is in angular frequency units: it is the symmetric part of the shielding tensor times the Larmor angular frequency, with the sign fixed by convention. In Lean it is a `Matrix (Fin 3) (Fin 3) ℝ`, with indices 0, 1, 2.

```lean
/-- The frequency shift `⟨n, A n⟩` that the tensor `A` produces at orientation `n`. -/
def shift (A : Matrix (Fin 3) (Fin 3) ℝ) (n : Fin 3 → ℝ) : ℝ := n ⬝ᵥ A *ᵥ n
```

Each orientation contributes a phase factor, and the powder signal is their average,

\[
S_A(t)=\langle \exp(i\,t\,n\cdot An)\rangle .
\]

The physical assumption lies in this definition: a measured signal is taken to be such an average, with a static sample, a shift of first order in the shielding and no damping. The average is the exact integral, so the error of a finite orientation grid in a simulation comes on top of the bound.

```lean
/-- The powder signal at time `t`: the sphere average of `exp (i t ⟨n, A n⟩)`. -/
def signal (A : Matrix (Fin 3) (Fin 3) ℝ) (t : ℝ) : ℂ :=
  sphereAvg fun n => Complex.exp (((t * shift A n : ℝ) : ℂ) * Complex.I)
```

## Continuity and integrability

The shift is a quadratic polynomial in the components of \(n\), hence continuous.

```lean
/-- The shift depends continuously on the orientation. -/
@[fun_prop]
theorem continuous_shift (A : Matrix (Fin 3) (Fin 3) ℝ) : Continuous fun n => shift A n := by
  simp only [shift, Matrix.mulVec, dotProduct, Fin.sum_univ_three]
  fun_prop
```

A continuous function of \(n\) becomes a continuous function of \((z,\varphi)\) on a closed bounded rectangle, so it is integrable. This allows integrals to be split into sums and evaluated one variable at a time.

```lean
/-- A continuous function of orientation is integrable over the sphere. -/
theorem integrable_axes {E : Type*} [NormedAddCommGroup E] {f : (Fin 3 → ℝ) → E}
    (hf : Continuous f) : IntegrableOn (fun p : ℝ × ℝ => f (direction p.1 p.2)) axes := by
  have hd : Continuous fun p : ℝ × ℝ => direction p.1 p.2 := by
    refine continuous_pi fun i => ?_
    fin_cases i <;> simp [direction] <;> fun_prop
  exact (hf.comp hd).continuousOn.integrableOn_compact (isCompact_Icc.prod isCompact_Icc)
```

## An average is bounded by a root mean square

Let \(f\) be complex and \(g\) real and continuous, suppose \(|f(n)|\le|g(n)|\) for every vector \(n\), and put \(m=|\langle f\rangle|\). From \((|f|-m)^2\ge 0\) follows

\[
2m|f|\le |f|^2+m^2\le g^2+m^2 .
\]

Averaging, and using \(m\le\langle|f|\rangle\), gives \(2m^2\le\langle g^2\rangle+m^2\), so that

\[
|\langle f\rangle|\le\sqrt{\langle g^2\rangle}.
\]

In the proof, `hv` finds the total solid angle \(4\pi\), `hb` is the integrated inequality, and the last `nlinarith` extracts \(m^2\le\langle g^2\rangle\).

```lean
/-- If `|f n| ≤ |g n|` for every vector `n` and `g` is continuous, the modulus of the sphere average
of `f` is at most the root mean square of `g` over the sphere. -/
theorem norm_sphereAvg_le_rms {f : (Fin 3 → ℝ) → ℂ} {g : (Fin 3 → ℝ) → ℝ}
    (hg : Continuous g) (h : ∀ n, ‖f n‖ ≤ |g n|) :
    ‖sphereAvg f‖ ≤ √(sphereAvg fun n => g n ^ 2) := by
  have hv : volume.real axes = 4 * π := by
    change (volume axes).toReal = _
    rw [axes, Measure.volume_eq_prod, Measure.prod_prod, Real.volume_Icc, Real.volume_Icc,
      ENNReal.toReal_mul, ENNReal.toReal_ofReal (by norm_num),
      ENNReal.toReal_ofReal (by linarith [pi_pos])]
    ring
  obtain ⟨m, hm⟩ : ∃ m, m = ‖sphereAvg f‖ := ⟨_, rfl⟩
  have m0 : 0 ≤ m := hm ▸ norm_nonneg _
  have hJ : ‖∫ p in axes, f (direction p.1 p.2)‖ = 4 * π * m := by
    have hp : (0 : ℝ) ≤ (4 * π)⁻¹ := by positivity
    rw [hm, sphereAvg, norm_smul, Real.norm_of_nonneg hp,
      mul_inv_cancel_left₀ (by positivity)]
  have i1 := integrable_axes (f := fun n => g n ^ 2) (by fun_prop)
  have i2 := integrable_axes (f := fun _ => m ^ 2) continuous_const
  -- average the inequality 2 m |f| ≤ g² + m²
  have hb : ‖∫ p in axes, (2 * m) • f (direction p.1 p.2)‖ ≤
      ∫ p in axes, (g (direction p.1 p.2) ^ 2 + m ^ 2) := by
    refine norm_integral_le_of_norm_le (i1.add i2) (ae_of_all _ fun p => ?_)
    have h1 := pow_le_pow_left₀ (norm_nonneg _) (h (direction p.1 p.2)) 2
    rw [sq_abs] at h1
    rw [norm_smul, Real.norm_of_nonneg (by positivity : 0 ≤ 2 * m)]
    change _ ≤ g (direction p.1 p.2) ^ 2 + m ^ 2
    nlinarith [sq_nonneg (‖f (direction p.1 p.2)‖ - m)]
  rw [integral_smul, norm_smul, Real.norm_of_nonneg (by positivity : 0 ≤ 2 * m), hJ,
    integral_add i1 i2, setIntegral_const, hv, smul_eq_mul] at hb
  rw [← hm]
  apply Real.le_sqrt_of_sq_le
  rw [sphereAvg, smul_eq_mul, inv_mul_eq_div, le_div_iff₀ (by positivity)]
  nlinarith
```

## The mean square shift of a symmetric tensor

Write \(w=1-z^2\). For symmetric \(D\) the shift at fixed \(z\) is

\[
n\cdot Dn=P+R\cos^2\varphi+e\cos\varphi\sin\varphi+p\cos\varphi+q\sin\varphi ,
\]

with the coefficients

\[
P=D_{11}w+D_{22}z^2,\quad R=(D_{00}-D_{11})w,\quad e=2D_{01}w,
\]
\[
p=2D_{02}\sqrt{w}\,z,\quad q=2D_{12}\sqrt{w}\,z .
\]

Over a full turn \(\cos^2\varphi\) and \(\sin^2\varphi\) integrate to \(\pi\), \(\cos^4\varphi\) to \(3\pi/4\), and \(\cos^2\varphi\sin^2\varphi\) to \(\pi/4\). Terms with an odd power of sine or cosine vanish. Hence

\[
\int_0^{2\pi}(n\cdot Dn)^2\,d\varphi=\pi\left(2P^2+\tfrac34R^2+\tfrac14e^2+p^2+2PR+q^2\right).
\]

Inserting the coefficients turns the right-hand side into \(\pi\,(Uw^2+Vwz^2+Wz^4)\), where

\[
U=\tfrac34D_{00}^2+\tfrac34D_{11}^2+\tfrac12D_{00}D_{11}+D_{01}^2,
\]
\[
V=2D_{22}(D_{00}+D_{11})+4D_{02}^2+4D_{12}^2,\qquad W=2D_{22}^2 .
\]

The integrals of \(w^2\), \(wz^2\) and \(z^4\) over \([-1,1]\) are \(16/15\), \(4/15\) and \(6/15\). Dividing by \(4\pi\) gives

\[
\langle(n\cdot Dn)^2\rangle=\frac{1}{15}\Big[3\sum_iD_{ii}^2+2\sum_{i<j}D_{ii}D_{jj}+4\sum_{i<j}D_{ij}^2\Big]
=\frac{2\,\mathrm{tr}\,D^2+(\mathrm{tr}\,D)^2}{15}.
\]

The steps `hφ` and `hpol` are the azimuthal and polar integrals. Each supplies an explicit antiderivative, checks its derivative and takes the difference at the end points. The step `inner` inserts the tensor components, `setIntegral_prod` separates the two integrations, and the closing `field_simp` and `ring` compare the result with the traces.

```lean
/-- A symmetric tensor has mean square shift `(2 tr D² + (tr D)²) / 15` over the sphere. -/
theorem mean_square_shift {D : Matrix (Fin 3) (Fin 3) ℝ} (hD : D.IsSymm) :
    sphereAvg (fun n => shift D n ^ 2) = (2 * (D * D).trace + D.trace ^ 2) / 15 := by
  -- azimuthal integral
  have hφ : ∀ P R e p q : ℝ, ∫ y in (0 : ℝ)..(2 * π),
      (P + R * cos y ^ 2 + e * (cos y * sin y) + p * cos y + q * sin y) ^ 2 =
      π * (2 * P ^ 2 + 3 * R ^ 2 / 4 + e ^ 2 / 4 + p ^ 2 + 2 * P * R + q ^ 2) := by
    intro P R e p q
    have hF : ∀ y : ℝ, HasDerivAt (fun y : ℝ =>
        (P ^ 2 + 3 * R ^ 2 / 8 + e ^ 2 / 8 + (p ^ 2 + 2 * P * R) / 2 + q ^ 2 / 2) * y
        + (3 * R ^ 2 / 8 + e ^ 2 / 8 + (p ^ 2 + 2 * P * R) / 2 - q ^ 2 / 2) * (cos y * sin y)
        + (R ^ 2 / 4 - e ^ 2 / 4) * (cos y ^ 3 * sin y) + (P * e + p * q) * sin y ^ 2
        + (2 * P * p + 2 * R * p) * sin y + (-2 * P * q) * cos y + (-R * e / 2) * cos y ^ 4
        + (-2 * R * p / 3 + 2 * e * q / 3) * sin y ^ 3
        + (-(2 * R * q + 2 * e * p) / 3) * cos y ^ 3)
        ((P + R * cos y ^ 2 + e * (cos y * sin y) + p * cos y + q * sin y) ^ 2) y := by
      intro y
      have C := Real.hasDerivAt_cos y
      have S := Real.hasDerivAt_sin y
      refine ((hasDerivAt_id' y).const_mul _ |>.fun_add ((C.fun_mul S).const_mul _)
        |>.fun_add (((C.fun_pow 3).fun_mul S).const_mul _)
        |>.fun_add ((S.fun_pow 2).const_mul _) |>.fun_add (S.const_mul _)
        |>.fun_add (C.const_mul _) |>.fun_add ((C.fun_pow 4).const_mul _)
        |>.fun_add ((S.fun_pow 3).const_mul _) |>.fun_add ((C.fun_pow 3).const_mul _)
        |>.congr_deriv ?_)
      simp only [Nat.cast_ofNat, Nat.reduceSub]
      linear_combination (R ^ 2 * (-3 - 6 * cos y ^ 2) / 8 + e ^ 2 * (-1 - 2 * cos y ^ 2) / 8
        - (p ^ 2 + 2 * P * R) / 2 - q ^ 2 / 2 - 2 * R * p * cos y) * sin_sq_add_cos_sq y
    rw [intervalIntegral.integral_eq_sub_of_hasDerivAt (fun y _ => hF y)
      (Continuous.intervalIntegrable (by fun_prop) _ _)]
    simp only [Real.sin_two_pi, Real.cos_two_pi, Real.sin_zero, Real.cos_zero]
    ring
  -- polar integral
  have hpol : ∀ U V W : ℝ, ∫ z in (-1 : ℝ)..1,
      (U * (1 - z ^ 2) ^ 2 + V * ((1 - z ^ 2) * z ^ 2) + W * z ^ 4) =
      (16 * U + 4 * V + 6 * W) / 15 := by
    intro U V W
    have hG : ∀ z : ℝ, HasDerivAt (fun z : ℝ =>
        U * z + (V - 2 * U) / 3 * z ^ 3 + (U - V + W) / 5 * z ^ 5)
        (U * (1 - z ^ 2) ^ 2 + V * ((1 - z ^ 2) * z ^ 2) + W * z ^ 4) z := by
      intro z
      refine ((hasDerivAt_id' z).const_mul _ |>.fun_add ((hasDerivAt_pow 3 z).const_mul _)
        |>.fun_add ((hasDerivAt_pow 5 z).const_mul _) |>.congr_deriv ?_)
      simp only [Nat.cast_ofNat, Nat.reduceSub]
      ring
    rw [intervalIntegral.integral_eq_sub_of_hasDerivAt (fun z _ => hG z)
      (Continuous.intervalIntegrable (by fun_prop) _ _)]
    ring
  have h10 : D 1 0 = D 0 1 := hD.apply 0 1
  have h20 : D 2 0 = D 0 2 := hD.apply 0 2
  have h21 : D 2 1 = D 1 2 := hD.apply 1 2
  have inner : ∀ z ∈ Set.Icc (-1 : ℝ) 1,
      ∫ y in Set.Icc 0 (2 * π), shift D (direction z y) ^ 2 =
      π * ((3 / 4 * D 0 0 ^ 2 + 3 / 4 * D 1 1 ^ 2 + D 0 0 * D 1 1 / 2 + D 0 1 ^ 2)
        * (1 - z ^ 2) ^ 2 + (2 * D 2 2 * (D 0 0 + D 1 1) + 4 * D 0 2 ^ 2 + 4 * D 1 2 ^ 2)
        * ((1 - z ^ 2) * z ^ 2) + (2 * D 2 2 ^ 2) * z ^ 4) := by
    intro z hz
    have hr : √(1 - z ^ 2) ^ 2 = 1 - z ^ 2 := Real.sq_sqrt (by nlinarith [hz.1, hz.2])
    have e : ∀ y, shift D (direction z y) = (D 1 1 * (1 - z ^ 2) + D 2 2 * z ^ 2)
        + ((D 0 0 - D 1 1) * (1 - z ^ 2)) * cos y ^ 2
        + (2 * D 0 1 * (1 - z ^ 2)) * (cos y * sin y)
        + (2 * D 0 2 * √(1 - z ^ 2) * z) * cos y
        + (2 * D 1 2 * √(1 - z ^ 2) * z) * sin y := by
      intro y
      have d0 : direction z y 0 = √(1 - z ^ 2) * cos y := rfl
      have d1 : direction z y 1 = √(1 - z ^ 2) * sin y := rfl
      have d2 : direction z y 2 = z := rfl
      simp only [shift, Matrix.mulVec, dotProduct, Fin.sum_univ_three, d0, d1, d2, h10, h20, h21]
      linear_combination (D 1 1 * √(1 - z ^ 2) ^ 2) * sin_sq_add_cos_sq y
        + (D 1 1 + (D 0 0 - D 1 1) * cos y ^ 2 + 2 * D 0 1 * (cos y * sin y)) * hr
    rw [integral_Icc_eq_integral_Ioc, ← intervalIntegral.integral_of_le (by positivity)]
    simp only [e]
    rw [hφ]
    linear_combination (π * (4 * D 0 2 ^ 2 + 4 * D 1 2 ^ 2) * z ^ 2) * hr
  have hint := integrable_axes (f := fun n => shift D n ^ 2) (by fun_prop)
  rw [axes, Measure.volume_eq_prod] at hint
  rw [sphereAvg, axes, Measure.volume_eq_prod, setIntegral_prod _ hint,
    setIntegral_congr_fun measurableSet_Icc (fun z hz => inner z hz),
    integral_Icc_eq_integral_Ioc, ← intervalIntegral.integral_of_le (by norm_num),
    intervalIntegral.integral_const_mul, hpol]
  simp only [smul_eq_mul, Matrix.trace_fin_three, Matrix.mul_apply, Fin.sum_univ_three,
    h10, h20, h21]
  field_simp
  ring
```

## Phase factors differ by at most their phases

For real \(a\) and \(b\),

\[
\exp(ia)-\exp(ib)=\int_b^a i\exp(ix)\,dx .
\]

The integrand has modulus 1, so \(|\exp(ia)-\exp(ib)|\le|a-b|\). The Lean proof obtains this from the mean value inequality: `hd` gives the derivative, whose norm is bounded by the constant `C := 1`.

```lean
/-- Two phase factors differ by at most the phase difference. -/
theorem phase_error (a b : ℝ) :
    ‖Complex.exp (a * Complex.I) - Complex.exp (b * Complex.I)‖ ≤ |a - b| := by
  have hd : ∀ x : ℝ, HasDerivAt (fun y : ℝ => Complex.exp (y * Complex.I))
      (Complex.exp (x * Complex.I) * Complex.I) x := fun x => by
    simpa using ((hasDerivAt_id x).ofReal_comp.mul_const Complex.I).cexp
  have h := (convex_univ (𝕜 := ℝ) (E := ℝ)).norm_image_sub_le_of_norm_hasDerivWithin_le
    (C := 1) (fun z _ => (hd z).hasDerivWithinAt)
    (fun z _ => by rw [norm_mul, Complex.norm_exp_ofReal_mul_I, Complex.norm_I, one_mul])
    (Set.mem_univ b) (Set.mem_univ a)
  simpa only [one_mul, Real.norm_eq_abs] using h
```

## The signal error for symmetric tensors

By linearity of the average,

\[
S_A(t)-S_B(t)=\big\langle \exp(i\,t\,n\cdot An)-\exp(i\,t\,n\cdot Bn)\big\rangle .
\]

The phase inequality bounds the bracketed function at each orientation by \(|t\,n\cdot Dn|\). The root-mean-square bound and the mean square shift then give

\[
|S_A(t)-S_B(t)|\le\sqrt{\langle(t\,n\cdot Dn)^2\rangle}
=|t|\,\sqrt{\frac{2\,\mathrm{tr}\,D^2+(\mathrm{tr}\,D)^2}{15}} .
\]

The theorem states this for every real `t`, with `hA` and `hB` expressing the symmetry of the tensors. There is no condition on the traces, so an error in the isotropic shift is included: for \(D=c\,\mathbb 1\), with \(c\) real and \(\mathbb 1\) the unit tensor, the bound is \(|t||c|\).

In the proof, `e` is the linearity step. The step `hs` recognises the phase difference as the shift of the single tensor \(tD\), to which the mean square formula applies directly. The factor \(t^2\) is then taken out of the square root as \(|t|\).

Both signals have modulus at most 1, so the bound is informative only while its right-hand side is below 2.

```lean
/-- For symmetric tensors `A` and `B`, with `D = A - B`, the powder signals at time `t` differ by at
most `|t| √((2 tr (D²) + (tr D)²) / 15)`. -/
theorem powder_signal_error {A B : Matrix (Fin 3) (Fin 3) ℝ} (hA : A.IsSymm) (hB : B.IsSymm)
    (t : ℝ) : ‖signal A t - signal B t‖ ≤
      |t| * √((2 * ((A - B) * (A - B)).trace + (A - B).trace ^ 2) / 15) := by
  have hc : ∀ M, Continuous fun n =>
      Complex.exp (((t * shift M n : ℝ) : ℂ) * Complex.I) := fun M => by fun_prop
  have e : signal A t - signal B t = sphereAvg fun n =>
      Complex.exp (((t * shift A n : ℝ) : ℂ) * Complex.I) -
        Complex.exp (((t * shift B n : ℝ) : ℂ) * Complex.I) := by
    simp only [signal, sphereAvg]
    rw [integral_sub (integrable_axes (hc A)) (integrable_axes (hc B)), smul_sub]
  -- the phase error at n is the shift of the tensor t (A - B)
  have hs : ∀ n, t * shift A n - t * shift B n = shift (t • (A - B)) n := by
    intro n
    simp only [shift, Matrix.mulVec, dotProduct, Fin.sum_univ_three, Matrix.smul_apply,
      Matrix.sub_apply, smul_eq_mul]
    ring
  rw [e]
  refine (norm_sphereAvg_le_rms (continuous_shift (t • (A - B))) fun n => ?_).trans_eq ?_
  · rw [← hs]
    exact phase_error _ _
  · rw [mean_square_shift ((hA.sub hB).smul t), ← Real.sqrt_sq_eq_abs,
      ← Real.sqrt_mul (sq_nonneg t)]
    congr 1
    simp only [Matrix.smul_mul, Matrix.mul_smul, Matrix.trace_smul, smul_eq_mul]
    ring
```

## The traceless case

If \(\mathrm{tr}\,A=\mathrm{tr}\,B=0\), then \(\mathrm{tr}\,D=0\) and

\[
|S_A(t)-S_B(t)|\le|t|\,\sqrt{\tfrac{2}{15}\,\mathrm{tr}\,(A-B)^2}.
\]

The hypotheses `hA0` and `hB0` say that the isotropic part has been removed from both tensors, so that only the anisotropic shielding contributes to the signals. Since \(D\) is symmetric, \(\mathrm{tr}\,D^2\) is the sum of the squares of all nine components of the tensor error. The proof substitutes the zero traces into the previous theorem and simplifies the fraction.

```lean
/-- For symmetric traceless tensors the powder signals at time `t` differ by at most
`|t| √((2/15) tr ((A - B)²))`. -/
theorem powder_signal_error_traceless {A B : Matrix (Fin 3) (Fin 3) ℝ} (hA : A.IsSymm)
    (hB : B.IsSymm) (hA0 : A.trace = 0) (hB0 : B.trace = 0) (t : ℝ) :
    ‖signal A t - signal B t‖ ≤ |t| * √(2 / 15 * ((A - B) * (A - B)).trace) := by
  refine (powder_signal_error hA hB t).trans_eq ?_
  rw [Matrix.trace_sub A B, hA0, hB0]
  congr 2
  ring

end

end PowderSignalError
```

```lean
#print axioms PowderSignalError.powder_signal_error_traceless
```

```
'PowderSignalError.powder_signal_error_traceless' depends on axioms: [propext, Classical.choice, Quot.sound]
```
